# A closed quantum system with finitely many levels and a time-independent Hamiltonian returns arbitrarily close to every initial state, at arbitrarily late times

To say that a system has nearly returned, whatever its initial state, we measure the distance between propagators. We use the operator norm ‖A‖, the largest factor by which the matrix A can stretch a state vector, because a small value of ‖U(t) − 1‖ then controls all initial states at once. The state space is finite-dimensional, with an orthonormal basis labelled by the finite type `n`.

```lean
import Mathlib

open Matrix

namespace QuantumRecurrence

noncomputable section

variable {n : Type*} [Fintype n] [DecidableEq n]
```

The Hamiltonian H is a complex matrix that doesn't depend on time. With ℏ = 1, the propagator for a real time t is

U(t) = exp(−itH).

```lean
/-- The propagator `exp(-itH)` of a finite-dimensional system with Hamiltonian `H`,
in units with `ℏ = 1`. -/
def propagator (H : Matrix n n ℂ) (t : ℝ) : Matrix n n ℂ :=
  NormedSpace.exp ((-(Complex.I * (t : ℂ))) • H)
```

## Unitary evolution

The matrices −isH and −itH commute, so their exponentials multiply:

U(s + t) = U(s) U(t).

This holds for any square matrix H.

```lean
/-- Evolving for a time `s + t` is the product of the evolutions for `s` and for `t`. -/
theorem propagator_add (H : Matrix n n ℂ) (s t : ℝ) :
    propagator H (s + t) = propagator H s * propagator H t := by
  unfold propagator
  rw [← Matrix.exp_add_of_commute _ _ (((Commute.refl H).smul_left _).smul_right _),
    ← add_smul]
  congr 2
  push_cast
  ring
```

Now let H be Hermitian, which is the hypothesis `H.IsHermitian` and expresses that the system is closed. Writing † for the adjoint (`ᴴ` in Lean), we have (−itH)† = itH, and therefore

U(t)† = U(−t).

```lean
/-- For a Hermitian Hamiltonian the adjoint of the propagator is the evolution
backwards in time. -/
theorem propagator_conjTranspose {H : Matrix n n ℂ} (hH : H.IsHermitian) (t : ℝ) :
    (propagator H t)ᴴ = propagator H (-t) := by
  unfold propagator
  rw [← Matrix.exp_conjTranspose, Matrix.conjTranspose_smul, hH.eq]
  congr 2
  simp [mul_comm]
```

Combining the two results gives unitarity:

U(t)† U(t) = U(−t) U(t) = U(0) = 1.

```lean
/-- The propagator of a Hermitian Hamiltonian is unitary. -/
theorem propagator_unitary {H : Matrix n n ℂ} (hH : H.IsHermitian) (t : ℝ) :
    (propagator H t)ᴴ * propagator H t = 1 := by
  rw [propagator_conjTranspose hH, ← propagator_add, neg_add_cancel]
  simp [propagator]
```

## Three levels that never return exactly

An exact return of all initial states at one common nonzero time need not exist. A superposition of only two energy levels does return exactly, up to a global phase, but three levels can already rule out a common return. Take three levels, numbered k = 0, 1, 2, with energies 0, 1 and √2.

```lean
/-- The energies `0, 1, √2` of a three-level system. -/
def levels : Fin 3 → ℝ := ![0, 1, √2]
```

In the energy basis the Hamiltonian is diagonal.

```lean
/-- The diagonal Hamiltonian with energies `0, 1, √2`. -/
def threeLevel : Matrix (Fin 3) (Fin 3) ℂ :=
  Matrix.diagonal (fun k => (levels k : ℂ))
```

Its propagator is

U(t) = diag(1, exp(−it), exp(−i√2 t)).

Suppose U(t) = c·1 for some complex number c, which would be an exact return up to a global phase. The first entry gives c = 1. The other two then give integers p and q with

−t = 2πp,  −√2 t = 2πq.

If t ≠ 0, then p ≠ 0 and √2 = q/p, which contradicts the irrationality of √2. Hence t = 0.

In the proof, `key` computes the diagonal propagator, `e` compares its entries with c, and `phase` extracts the integers. The last line of the code block selects the operator norm for everything that follows.

```lean
/-- The three-level Hamiltonian with energies `0, 1, √2` is Hermitian, and its propagator
is a multiple of the identity only at time zero. -/
theorem no_exact_recurrence :
    threeLevel.IsHermitian ∧
      ∀ (t : ℝ) (c : ℂ), propagator threeLevel t = c • 1 → t = 0 := by
  constructor
  · unfold threeLevel Matrix.IsHermitian
    rw [Matrix.diagonal_conjTranspose]
    congr 1
    funext k
    simp
  intro t c h
  have key : propagator threeLevel t =
      Matrix.diagonal (fun k => Complex.exp (-(Complex.I * (t : ℂ)) * (levels k : ℂ))) := by
    unfold propagator threeLevel
    rw [← Matrix.diagonal_smul, Matrix.exp_diagonal, Pi.exp_def, Complex.exp_eq_exp_ℂ]
    rfl
  rw [key] at h
  -- all three phases agree, and the level of energy zero fixes the common phase to one
  have e : ∀ k, Complex.exp (-(Complex.I * (t : ℂ)) * (levels k : ℂ)) = c := fun k => by
    have hk := congrFun (congrFun h k) k
    simpa only [Matrix.diagonal_apply_eq, Matrix.smul_apply, Matrix.one_apply_eq,
      smul_eq_mul, mul_one] using hk
  have c1 : c = 1 := by
    rw [← e 0]
    simp [levels]
  have phase : ∀ k, ∃ p : ℤ, -(t * levels k) = p * (2 * Real.pi) := fun k => by
    obtain ⟨p, hp⟩ := Complex.exp_eq_one_iff.mp ((e k).trans c1)
    refine ⟨p, ?_⟩
    have him := congrArg Complex.im hp
    simpa using him
  obtain ⟨p, hp⟩ := phase 1
  obtain ⟨q, hq⟩ := phase 2
  have l1 : levels 1 = 1 := by simp [levels]
  have l2 : levels 2 = √2 := by simp [levels]
  rw [l1] at hp
  rw [l2] at hq
  by_contra ht
  have hp0 : (p : ℝ) ≠ 0 := by
    intro h0
    rw [h0] at hp
    apply ht
    linarith
  have hpi : (2 * Real.pi) ≠ 0 := by positivity
  -- a common period would make the square root of two rational
  have hr : (q : ℝ) = √2 * p := by
    apply mul_right_cancel₀ hpi
    linear_combination √2 * hp - hq
  refine irrational_sqrt_two ⟨(q : ℚ) / (p : ℚ), ?_⟩
  push_cast
  rw [div_eq_iff hp0]
  exact hr

open scoped Matrix.Norms.L2Operator
```

## Distance depends only on elapsed time

For any matrix A, the identity ‖B‖² = ‖B†B‖ and unitarity give

‖U(t)A‖² = ‖A†U(t)†U(t)A‖ = ‖A†A‖ = ‖A‖².

The Lean proof likewise compares squares first, then cancels U(t)†U(t).

```lean
/-- For a Hermitian Hamiltonian, multiplying a matrix on the left by the propagator preserves its
operator norm. -/
theorem norm_propagator_mul {H : Matrix n n ℂ} (hH : H.IsHermitian) (t : ℝ)
    (A : Matrix n n ℂ) : ‖propagator H t * A‖ = ‖A‖ := by
  apply (mul_self_inj (norm_nonneg _) (norm_nonneg _)).mp
  rw [← Matrix.l2_opNorm_conjTranspose_mul_self, ← Matrix.l2_opNorm_conjTranspose_mul_self,
    Matrix.conjTranspose_mul, Matrix.mul_assoc, ← Matrix.mul_assoc (propagator H t)ᴴ,
    propagator_unitary hH, Matrix.one_mul]
```

Factoring out U(s),

U(t) − U(s) = U(s) (U(t − s) − 1),

so the preceding step yields

‖U(t) − U(s)‖ = ‖U(t − s) − 1‖.

Two nearly equal propagators at different times thus reveal a near-return after the time between them.

```lean
/-- For a Hermitian Hamiltonian, the distance between the propagators at two times depends only on
the elapsed time. -/
theorem norm_propagator_sub {H : Matrix n n ℂ} (hH : H.IsHermitian) (s t : ℝ) :
    ‖propagator H t - propagator H s‖ = ‖propagator H (t - s) - 1‖ := by
  have h : propagator H t - propagator H s
      = propagator H s * (propagator H (t - s) - 1) := by
    rw [mul_sub, mul_one, ← propagator_add, add_sub_cancel]
  rw [h, norm_propagator_mul hH]
```

## Near-returns with bounded gaps

Fix ε > 0. Since ‖U(t)‖ = ‖1‖ for all t, every propagator lies in one closed ball, which is compact in finite dimension. Finitely many propagators U(s_j) therefore suffice to have one within ε of any U(t). Choose M with |s_j| ≤ M for all j.

Given a real number a, pick j with ‖U(a + M) − U(s_j)‖ < ε and set t = a + M − s_j. Then

a ≤ t ≤ a + 2M,  ‖U(t) − 1‖ < ε.

Every interval of length L = 2M thus contains a near-return. In the code, `F` is the finite set of propagators and `g` assigns to each a time s_j at which it occurs. The argument gives no estimate of L, which may be very long.

```lean
/-- Recurrence with bounded gaps for a Hermitian Hamiltonian: for each positive tolerance there is a
length `L` such that every time interval of length `L` contains a time at which the propagator is
within the tolerance of the identity. -/
theorem recurrence_bounded_gaps {H : Matrix n n ℂ} (hH : H.IsHermitian)
    {ε : ℝ} (hε : 0 < ε) :
    ∃ L : ℝ, ∀ a : ℝ, ∃ t ∈ Set.Icc a (a + L), ‖propagator H t - 1‖ < ε := by
  have : ProperSpace (Matrix n n ℂ) := FiniteDimensional.proper ℂ _
  -- the orbit of propagators lies in a compact ball
  have hsub : Set.range (propagator H) ⊆
      Metric.closedBall (0 : Matrix n n ℂ) ‖(1 : Matrix n n ℂ)‖ := by
    rintro _ ⟨t, rfl⟩
    rw [mem_closedBall_zero_iff]
    have h := norm_propagator_mul hH t 1
    rw [mul_one] at h
    exact h.le
  have htb : TotallyBounded (Set.range (propagator H)) :=
    TotallyBounded.subset hsub (isCompact_closedBall _ _).totallyBounded
  -- finitely many propagators approximate the whole orbit
  obtain ⟨F, hFs, hF, hcover⟩ := Metric.finite_approx_of_totallyBounded htb ε hε
  have hex : ∀ y ∈ F, ∃ s, propagator H s = y := fun y hy => hFs hy
  choose! g hg using hex
  obtain ⟨M, hM⟩ := (hF.image (fun y => |g y|)).bddAbove
  refine ⟨2 * M, fun a => ?_⟩
  obtain ⟨y, hy, hball⟩ := Set.mem_iUnion₂.mp (hcover (Set.mem_range_self (a + M)))
  have hb := abs_le.mp (hM (Set.mem_image_of_mem (fun y => |g y|) hy))
  refine ⟨a + M - g y, ⟨by linarith [hb.2], by linarith [hb.1]⟩, ?_⟩
  rw [← norm_propagator_sub hH, hg y hy, ← dist_eq_norm]
  exact hball
```

For a given real T, apply this with a = T + 1. The resulting time satisfies t ≥ T + 1 > T.

```lean
/-- Quantum recurrence: after any time `T` there is a later time at which the propagator
of a finite-dimensional closed system is within `ε` of the identity in operator norm. -/
theorem quantum_recurrence {H : Matrix n n ℂ} (hH : H.IsHermitian)
    {ε : ℝ} (hε : 0 < ε) (T : ℝ) :
    ∃ t > T, ‖propagator H t - 1‖ < ε := by
  obtain ⟨L, hL⟩ := recurrence_bounded_gaps hH hε
  obtain ⟨t, ht, hlt⟩ := hL (T + 1)
  exact ⟨t, by linarith [ht.1], hlt⟩
```

## One return time for all states

At such a time, every state vector ψ obeys

‖U(t)ψ − ψ‖ = ‖(U(t) − 1)ψ‖ ≤ ‖U(t) − 1‖ ‖ψ‖ ≤ ε‖ψ‖.

The time is chosen before ψ, as the order of the quantifiers in the statement shows. The type `EuclideanSpace ℂ n` carries the Hilbert space norm; `ofLp` and `toLp` only pass between a vector in it and its list of components.

For simulations, this means that the exact dynamics of a closed model with a finite basis and a time-independent Hamiltonian contain no permanent decay of an initial state, however convincing the decay looks over a short run. Errors of a numerical integrator are a separate matter. Driven and open systems are not covered, nor are systems with infinitely many levels, where the closed ball is no longer compact.

```lean
/-- For a Hermitian Hamiltonian, after any time `T` there is a single later time at which every
initial state `ψ` has returned to itself up to an error of at most `ε‖ψ‖`. -/
theorem state_recurrence {H : Matrix n n ℂ} (hH : H.IsHermitian)
    {ε : ℝ} (hε : 0 < ε) (T : ℝ) :
    ∃ t > T, ∀ ψ : EuclideanSpace ℂ n,
      ‖WithLp.toLp 2 (propagator H t *ᵥ ψ.ofLp) - ψ‖ ≤ ε * ‖ψ‖ := by
  obtain ⟨t, ht, hlt⟩ := quantum_recurrence hH hε T
  refine ⟨t, ht, fun ψ => ?_⟩
  have h : ‖WithLp.toLp 2 ((propagator H t - 1) *ᵥ ψ.ofLp)‖
      ≤ ‖propagator H t - 1‖ * ‖ψ‖ := Matrix.l2_opNorm_mulVec _ ψ
  have e : WithLp.toLp 2 (propagator H t *ᵥ ψ.ofLp) - ψ
      = WithLp.toLp 2 ((propagator H t - 1) *ᵥ ψ.ofLp) := by
    rw [Matrix.sub_mulVec, Matrix.one_mulVec]
    rfl
  rw [e]
  exact h.trans (mul_le_mul_of_nonneg_right hlt.le (norm_nonneg ψ))

end

end QuantumRecurrence
```

```lean
#print axioms QuantumRecurrence.no_exact_recurrence
-- 'QuantumRecurrence.no_exact_recurrence' depends on axioms: [propext, Classical.choice, Quot.sound]
#print axioms QuantumRecurrence.state_recurrence
-- 'QuantumRecurrence.state_recurrence' depends on axioms: [propext, Classical.choice, Quot.sound]
```
